# Equal distance matrices do not determine handedness, even with relabelling

A configuration assigns a position xᵢ in ℝᵈ to each atom label i, and its distance matrix D(x) holds the Euclidean distances D(x)ᵢⱼ = |xᵢ − xⱼ|. A configuration x counts as superimposable on y when a rotation of determinant +1, a translation and a permutation of the labels carry x onto y, and a mirror image of x is its image under an orthogonal matrix of determinant −1 followed by a translation.

```lean
import Mathlib

open Matrix

namespace ChiralityBlindness

noncomputable section

variable {ι n : Type*} [Fintype n] [DecidableEq n]

/-- Squared distance between atoms `i` and `j` of the configuration `x`. -/
def sqDist (x : ι → n → ℝ) (i j : ι) : ℝ := (x i - x j) ⬝ᵥ (x i - x j)

/-- The matrix of interatomic distances. -/
def distMatrix (x : ι → n → ℝ) : Matrix ι ι ℝ := Matrix.of fun i j => √(sqDist x i j)

/-- The configuration obtained by applying `v ↦ Q v + t` to every atom. -/
def move (Q : Matrix n n ℝ) (t : n → ℝ) (x : ι → n → ℝ) : ι → n → ℝ :=
  fun i => Q *ᵥ x i + t

/-- A proper rotation, a translation and a relabelling of the atoms carry `x` onto `y`. -/
def Superimposable (x y : ι → n → ℝ) : Prop :=
  ∃ (R : Matrix n n ℝ) (t : n → ℝ) (σ : Equiv.Perm ι),
    Rᵀ * R = 1 ∧ R.det = 1 ∧ ∀ i, move R t x i = y (σ i)

/-- The distance between two distinct atoms is shared by no other pair of labels. -/
def Scalene (x : ι → n → ℝ) : Prop :=
  ∀ i j k l, i ≠ j → sqDist x i j = sqDist x k l → (i = k ∧ j = l) ∨ (i = l ∧ j = k)

/-- The square matrix whose columns are the vectors from atom `o` to the atoms `e c`. -/
def edges (x : ι → n → ℝ) (o : ι) (e : n → ι) : Matrix n n ℝ :=
  Matrix.of fun r c => (x (e c) - x o) r

/-- An orthogonal map, proper or improper, followed by a translation preserves all squared
distances. -/
theorem sqDist_move {Q : Matrix n n ℝ} (hQ : Qᵀ * Q = 1) (t : n → ℝ) (x : ι → n → ℝ)
    (i j : ι) : sqDist (move Q t x) i j = sqDist x i j := by
  have h : move Q t x i - move Q t x j = Q *ᵥ (x i - x j) := by
    unfold move
    rw [mulVec_sub]
    abel
  unfold sqDist
  rw [h, dotProduct_mulVec, ← mulVec_transpose, mulVec_mulVec, hQ, one_mulVec]

omit [DecidableEq n] in
/-- In a scalene configuration of at least three atoms, a map of the labels that preserves
all distances fixes every label. -/
theorem relabel_eq_id [Fintype ι] (hcard : 3 ≤ Fintype.card ι) {x : ι → n → ℝ}
    (hx : Scalene x) (σ : ι → ι) (hσ : ∀ i j, sqDist x i j = sqDist x (σ i) (σ j)) (i : ι) :
    σ i = i := by
  classical
  by_contra hi
  -- if `i` moves, every other atom must be `σ i`
  have hall : ∀ k, k = i ∨ k = σ i := by
    intro k
    by_cases hk : k = i
    · exact Or.inl hk
    · rcases hx i k (σ i) (σ k) (fun h => hk h.symm) (hσ i k) with h | h
      · exact absurd h.1.symm hi
      · exact Or.inr h.2
  -- so there are at most two atoms
  have hsub : (Finset.univ : Finset ι) ⊆ {i, σ i} := by
    intro k _
    simp only [Finset.mem_insert, Finset.mem_singleton]
    exact hall k
  have h1 := Finset.card_le_card hsub
  have h2 : ({i, σ i} : Finset ι).card ≤ 2 := Finset.card_le_two
  rw [Finset.card_univ] at h1
  omega

/-- Two affine maps that agree on every atom of a configuration with a nonsingular edge
matrix have linear parts of equal determinant. -/
theorem det_eq_of_agree {x : ι → n → ℝ} {o : ι} {e : n → ι} (hE : (edges x o e).det ≠ 0)
    {R M : Matrix n n ℝ} {t s : n → ℝ} (h : ∀ i, R *ᵥ x i + t = M *ᵥ x i + s) :
    R.det = M.det := by
  -- translations cancel in the bond vectors
  have key : ∀ c, R *ᵥ (x (e c) - x o) = M *ᵥ (x (e c) - x o) := by
    intro c
    rw [mulVec_sub, mulVec_sub]
    calc R *ᵥ x (e c) - R *ᵥ x o = (R *ᵥ x (e c) + t) - (R *ᵥ x o + t) := by abel
      _ = (M *ᵥ x (e c) + s) - (M *ᵥ x o + s) := by rw [h (e c), h o]
      _ = M *ᵥ x (e c) - M *ᵥ x o := by abel
  have hmul : R * edges x o e = M * edges x o e := by
    ext r c
    exact congrFun (key c) r
  have hdet := congrArg Matrix.det hmul
  rw [det_mul, det_mul] at hdet
  exact mul_right_cancel₀ hE hdet

/-- A scalene configuration of at least three atoms with a nonsingular edge matrix has the
same distance matrix as its image under any improper isometry, yet no proper rotation,
translation and relabelling carry it onto that image. -/
theorem mirror_same_distances_not_superimposable [Fintype ι] (hcard : 3 ≤ Fintype.card ι)
    {x : ι → n → ℝ} (hx : Scalene x) {o : ι} {e : n → ι} (hE : (edges x o e).det ≠ 0)
    {M : Matrix n n ℝ} (hM : Mᵀ * M = 1) (hdet : M.det = -1) (s : n → ℝ) :
    distMatrix (move M s x) = distMatrix x ∧ ¬ Superimposable x (move M s x) := by
  constructor
  · ext i j
    simp only [distMatrix, Matrix.of_apply, sqDist_move hM]
  · rintro ⟨R, t, σ, hR, hR1, h⟩
    -- the relabelling preserves the distances of `x`
    have hσ : ∀ i j, sqDist x i j = sqDist x (σ i) (σ j) := by
      intro i j
      calc sqDist x i j = sqDist (move R t x) i j := (sqDist_move hR t x i j).symm
        _ = sqDist (move M s x) (σ i) (σ j) := by
          unfold sqDist
          rw [h i, h j]
        _ = sqDist x (σ i) (σ j) := sqDist_move hM s x _ _
    -- hence it is trivial, and `R` and `M` act alike
    have hid := relabel_eq_id hcard hx σ hσ
    have hagree : ∀ i, R *ᵥ x i + t = M *ᵥ x i + s := by
      intro i
      have hi := h i
      rw [hid i] at hi
      exact hi
    have hd := det_eq_of_agree hE hagree
    rw [hR1, hdet] at hd
    norm_num at hd

/-- The four points `0, e₁, 2 e₂, 3 e₃`. -/
def tetra : Fin 4 → Fin 3 → ℝ := ![![0, 0, 0], ![1, 0, 0], ![0, 2, 0], ![0, 0, 3]]

/-- The four points `0, e₁, 2 e₂, -3 e₃`. -/
def tetraMirror : Fin 4 → Fin 3 → ℝ := ![![0, 0, 0], ![1, 0, 0], ![0, 2, 0], ![0, 0, -3]]

/-- Reflection in the plane spanned by `e₁` and `e₂`. -/
def mirrorZ : Matrix (Fin 3) (Fin 3) ℝ := !![1, 0, 0; 0, 1, 0; 0, 0, -1]

/-- The points `0, e₁, 2 e₂, 3 e₃` are scalene with a nonsingular edge matrix, and the
reflection `mirrorZ` is orthogonal with determinant `-1`. -/
theorem tetra_witness :
    Scalene tetra ∧ (edges tetra 0 ![1, 2, 3]).det ≠ 0 ∧
      mirrorZᵀ * mirrorZ = 1 ∧ mirrorZ.det = -1 := by
  refine ⟨?_, ?_, ?_, ?_⟩
  · -- table of squared distances
    have tab : ∀ i j, sqDist tetra i j =
        (((![![0, 1, 4, 9], ![1, 0, 5, 10], ![4, 5, 0, 13], ![9, 10, 13, 0]] :
          Fin 4 → Fin 4 → ℕ) i j : ℕ) : ℝ) := by
      intro i j
      fin_cases i <;> fin_cases j <;>
        simp [sqDist, tetra, dotProduct, Fin.sum_univ_three] <;> norm_num
    intro i j k l hij h
    rw [tab, tab, Nat.cast_inj] at h
    revert i j k l
    decide
  · simp [edges, tetra, det_fin_three]
  · ext i j
    fin_cases i <;> fin_cases j <;> simp [mirrorZ, Matrix.mul_apply, Fin.sum_univ_three]
  · simp [mirrorZ, det_fin_three]

/-- The points `0, e₁, 2 e₂, 3 e₃` and `0, e₁, 2 e₂, -3 e₃` have the same distance matrix,
but no proper rotation, translation and relabelling carry the first set onto the second. -/
theorem tetra_chiral :
    distMatrix tetraMirror = distMatrix tetra ∧ ¬ Superimposable tetra tetraMirror := by
  obtain ⟨h1, h2, h3, h4⟩ := tetra_witness
  have hm : tetraMirror = move mirrorZ 0 tetra := by
    ext i r
    fin_cases i <;> fin_cases r <;>
      simp [move, tetra, tetraMirror, mirrorZ]
  rw [hm]
  exact mirror_same_distances_not_superimposable (by simp) h1 h2 h3 h4 0

/-- The four points `0, e₁, e₂, e₃`. -/
def corner : Fin 4 → Fin 3 → ℝ := ![![0, 0, 0], ![1, 0, 0], ![0, 1, 0], ![0, 0, 1]]

/-- The points `0, e₁, e₂, e₃` have a nonsingular edge matrix, and a proper rotation,
translation and relabelling carry them onto their reflection by `mirrorZ`. -/
theorem corner_superimposable :
    (edges corner 0 ![1, 2, 3]).det ≠ 0 ∧ Superimposable corner (move mirrorZ 0 corner) := by
  constructor
  · simp [edges, corner, det_fin_three]
  · -- half turn about `e₁ + e₂`, exchanging two labels
    refine ⟨!![0, 1, 0; 1, 0, 0; 0, 0, -1], 0, Equiv.swap 1 2, ?_, ?_, ?_⟩
    · ext i j
      fin_cases i <;> fin_cases j <;> simp [Matrix.mul_apply, Fin.sum_univ_three]
    · simp [det_fin_three]
    · have hσ : ∀ i : Fin 4, Equiv.swap (1 : Fin 4) 2 i = (![0, 2, 1, 3] : Fin 4 → Fin 4) i := by
        decide
      intro i
      rw [hσ]
      ext r
      fin_cases i <;> fin_cases r <;>
        simp [move, corner, mirrorZ]

end

end ChiralityBlindness
```

```lean
#print axioms ChiralityBlindness.mirror_same_distances_not_superimposable
-- 'ChiralityBlindness.mirror_same_distances_not_superimposable' depends on axioms: [propext, Classical.choice, Quot.sound]
#print axioms ChiralityBlindness.tetra_chiral
-- 'ChiralityBlindness.tetra_chiral' depends on axioms: [propext, Classical.choice, Quot.sound]
#print axioms ChiralityBlindness.corner_superimposable
-- 'ChiralityBlindness.corner_superimposable' depends on axioms: [propext, Classical.choice, Quot.sound]
```

## What the statements say

The type `ι` holds the atom labels and the finite type `n` holds the Cartesian indices. Write N for the number of labels and d for the number of indices. A configuration is `x : ι → n → ℝ`, so `x i` is the vector xᵢ. Length is defined through the dot product: `sqDist x i j` is

D(x)ᵢⱼ² = (xᵢ − xⱼ) · (xᵢ − xⱼ),

and `distMatrix x` collects the square roots. For a real d × d matrix Q and a vector t, `move Q t x` is the configuration with positions Q xᵢ + t and unchanged labels. `Superimposable x y` asks for a matrix R, a vector t and a permutation σ of the labels with

RᵀR = 1,  det R = 1,  R xᵢ + t = y_σ(i) for every i.

Two properties of x enter as hypotheses. `Scalene x` says that for i ≠ j the equality D(x)ᵢⱼ² = D(x)ₖₗ² forces (k, l) to be (i, j) or (j, i). The case k = l is included, so two different atoms of a scalene configuration never coincide. `edges x o e` is the d × d matrix E built from a reference atom o and a map e that picks one atom e(c) for each column index c; column c is the bond vector x_e(c) − x_o. The condition det E ≠ 0 says that these d vectors span ℝᵈ, which in three dimensions means that o and the three chosen atoms do not lie in one plane.

The theorem `mirror_same_distances_not_superimposable` assumes N ≥ 3 (`hcard`), a scalene x (`hx`), det E ≠ 0 for given o and e (`hE`), and a matrix M with MᵀM = 1 (`hM`) and det M = −1 (`hdet`). For every shift s, the configuration y with yᵢ = M xᵢ + s then satisfies D(y) = D(x) entry by entry, and x is not superimposable on y. The smallest case with content is d = 1, where M = −1, the only admissible R is 1, and the points 0, 1, 3 on a line are an example. For d = 0 the empty matrix has determinant 1, so no M meets `hdet`.

In the concrete part the atoms are numbered 0 to 3, and the unit vectors e₁, e₂, e₃ of the docstrings belong to the Lean coordinates 0, 1, 2. `tetra` has atoms 0, 1, 2, 3 at 0, e₁, 2e₂, 3e₃, `tetraMirror` has atom 3 at −3e₃ instead, and `mirrorZ` is diag(1, 1, −1). `tetra_witness` states that `tetra` is scalene, that its edge matrix from atom 0 to atoms 1, 2, 3 has nonzero determinant, and that `mirrorZ` is orthogonal with determinant −1. `tetra_chiral` states that `tetra` and `tetraMirror` have equal distance matrices and that the first is not superimposable on the second.

## The physics encoded

Superimposability by proper rigid motion, with identical atoms free to trade places, is the geometric criterion for two structures being the same, and a structure that is not superimposable on its mirror image is chiral. The atoms here carry no species, so σ ranges over all permutations. This makes the negative conclusion stronger: what fails for every permutation also fails for those that respect chemical elements.

For a finite, non-periodic cluster of point atoms, any descriptor or learned model that is a function of the distance matrix alone receives the same input for the two mirror forms, so it returns the same value for both. For a quantity that changes sign under reflection, such as an optical rotation, that value cannot be correct for both forms unless the quantity is zero. For the Born–Oppenheimer energy of such an isolated cluster with Coulomb interactions only, the coincidence does no harm, since that energy is the same for both forms.

Together with N ≥ 3 and det E ≠ 0, the scalene property is a sufficient condition for chirality, chosen to make the relabelling argument short; chiral structures with repeated distances are not covered. Distances are compared exactly, with no tolerance, cutoff radius or periodic images. The theorem goes from a mirror pair to equal distances and says nothing about the converse, namely which pairs of configurations share a distance matrix.

## Why it is true

Step 1: orthogonal motions preserve distances. Let QᵀQ = 1 and v = xᵢ − xⱼ. The translation cancels in the difference,

(Q xᵢ + t) − (Q xⱼ + t) = Q v,

and

(Q v) · (Q v) = (QᵀQ v) · v = v · v.

In `sqDist_move` the first line is `h`. The rewrites `dotProduct_mulVec` and `← mulVec_transpose` move one Q across the dot product as Qᵀ, `mulVec_mulVec` forms the product QᵀQ, and `hQ` replaces it by 1. The sign of det Q never appears. With Q = M this gives D(y) = D(x), the first half of the main theorem.

Step 2: a distance-preserving relabelling is trivial. Let σ be a map of labels with D(x)ᵢⱼ² = D(x)²_σ(i)σ(j) for all i, j, and suppose σ(i) ≠ i for some i. Take any k ≠ i. The scalene property applied to the pairs (i, k) and (σ(i), σ(k)) gives

i = σ(i) and k = σ(k),  or  i = σ(k) and k = σ(i).

The first alternative contradicts the assumption, so k = σ(i). Every label is therefore i or σ(i), and N ≤ 2, against N ≥ 3. In `relabel_eq_id` the case analysis is `hall`, the inclusion of all labels in `{i, σ i}` is `hsub`, and `omega` closes the count. The lemma takes `σ : ι → ι` and does not need it to be a bijection.

Step 3: agreement on the atoms gives equal determinants. Let R and M be any d × d matrices with R xᵢ + t = M xᵢ + s for all i. Subtracting the equation for o from the equation for e(c) removes both translations:

R (x_e(c) − x_o) = M (x_e(c) − x_o).

These are the columns of R E = M E. Taking determinants gives

det R · det E = det M · det E,

and det E ≠ 0 leaves det R = det M. In `det_eq_of_agree` the column equation is `key`, the matrix equation is `hmul`, and `det_mul` followed by `mul_right_cancel₀` finishes.

Step 4: the contradiction. Suppose R xᵢ + t = M x_σ(i) + s for all i, with R a proper rotation. Step 1 applied once to R and once to M gives

|xᵢ − xⱼ|² = |(R xᵢ + t) − (R xⱼ + t)|² = |y_σ(i) − y_σ(j)|² = |x_σ(i) − x_σ(j)|²,

which is the chain `hσ`. Step 2 makes σ the identity (`hid`), so R xᵢ + t = M xᵢ + s (`hagree`). Step 3 gives 1 = det R = det M = −1, which `norm_num` refutes.

For `tetra` the squared distances of the pairs (0,1), (0,2), (0,3) are 1, 4, 9, and those of (1,2), (1,3), (2,3) are 1 + 4 = 5, 1 + 9 = 10, 4 + 9 = 13. The six values are distinct and nonzero. The proof records them in the table `tab` of natural numbers, moves the equality from ℝ to ℕ by `Nat.cast_inj`, and lets `decide` run through all quadruples of labels. The edge matrix is diag(1, 2, 3) with determinant 6. In `tetra_chiral`, `hm` identifies `tetraMirror` with `move mirrorZ 0 tetra`, and the general theorem applies with s = 0.

## Dropping a hypothesis

Without `hx` the conclusion fails, and `corner_superimposable` proves it. The points 0, e₁, e₂, e₃ of `corner` have a nonsingular edge matrix, but their squared distances 1, 1, 1, 2, 2, 2 repeat. The mirror image under `mirrorZ` is 0, e₁, e₂, −e₃. The half turn about e₁ + e₂ acts as

e₁ ↦ e₂,  e₂ ↦ e₁,  e₃ ↦ −e₃,

has determinant +1, and with t = 0 and σ exchanging labels 1 and 2 it carries `corner` onto that image.

The two examples that follow are worked on paper only and are not theorems of the file. Without `hE`, take 0, e₁, 2e₂ in ℝ³, with squared distances 1, 4, 5. The set is scalene and has three atoms, but it lies in the plane that diag(1, 1, −1) fixes, so it equals its own mirror image and R = 1, t = 0 with the identity permutation superimposes the two. Without `hcard`, take two atoms at 0 and 1 on a line. The set is scalene, the edge matrix from the first atom to the second is the number 1, and M = −1 with s = 0 gives the image 0, −1. The shift t = −1 sends the atoms to −1 and 0, which is that image with the two labels exchanged. For d ≥ 2 a nonsingular edge matrix already requires at least d + 1 ≥ 3 atoms, so the count matters only on a line.
